# Products of axial orbitals up to angular momentum L reach exactly the multipoles up to 2L

Let $L$ be the largest angular momentum kept in the orbitals around an atomic site. The density is built from products of these orbitals, and the angular components that such products can contain determine how far its complete angular expansion can extend.

Take orbitals that are symmetric about the $z$ axis (magnetic quantum number $m=0$), at a fixed distance from the nucleus. With $x=\cos\theta$, a real orbital of this kind is a real polynomial in $x$ of degree at most $L$. The $n$-th multipole of an angular function $f(x)$ is defined here as

$$M_n(f)=\int_{-1}^{1} f(x)\,\frac{d^n}{dx^n}(x^2-1)^n\,dx .$$

By Rodrigues' formula the second factor is $2^n n!\,P_n(x)$, with $P_n$ the Legendre polynomial. The usual projection is therefore $\int_{-1}^1 fP_n\,dx=M_n(f)/(2^n n!)$, which has the same sign and the same zeros as $M_n(f)$. The word "multipole" means an angular component at one radius, not an electrostatic moment with its radial integral. The letter $L$ is a cutoff, often written $l_{\max}$, and not the combined index $(l,m)$ common in multiple-scattering theory.

## The cutoff and the top component

The claim is an equivalence: two polynomials $p,q$ of degree at most $L$ with $M_n(pq)\neq0$ exist if and only if $n\le 2L$. Moreover, the component $n=2L$ of a density with nonnegative occupations is strictly positive as soon as one occupied orbital contains $x^L$.

Write $g=(x^2-1)^n$. Differentiating a product $(x^2-1)^t r(x)$ with an integer $t\ge1$ and a polynomial $r$ gives

$$(x^2-1)^{t-1}\left[2tx\,r+(x^2-1)r'\right],$$

so each derivative removes at most one factor $x^2-1$. For $j<n$, the derivative $g^{(j)}$ still contains $(x^2-1)^{n-j}$ and vanishes at $x=\pm1$. One integration by parts then reads

$$\int_{-1}^1 f g^{(n)}dx=\left[f g^{(n-1)}\right]_{-1}^{1}-\int_{-1}^1 f' g^{(n-1)}dx=-\int_{-1}^1 f' g^{(n-1)}dx .$$

After $n$ of them the sign is $(-1)^n$, which turns $(x^2-1)^n$ into $(1-x^2)^n$:

$$M_n(f)=\int_{-1}^1 f^{(n)}(x)\,(1-x^2)^n\,dx .$$

If $f$ has degree at most $n$, all its lower powers disappear under $n$ derivatives, and $f^{(n)}=n!\,f_n$, where $f_n$ is the coefficient of $x^n$. Hence

$$M_n(f)=n!\,f_n\,W_n,\qquad W_n=\int_{-1}^1(1-x^2)^n\,dx>0 .$$

The integral $W_n$ is positive because its integrand is positive between the poles.

Now let $f=pq$, which has degree at most $2L$. If $n>2L$, then $f_n=0$ and the multipole vanishes. If $n\le2L$, put $a=\min(n,L)$. Both $a$ and $n-a$ are at most $L$, so $p=x^a$ and $q=x^{n-a}$ are admissible, and $M_n(x^n)=n!\,W_n>0$.

At $n=2L$ the coefficient of $x^{2L}$ in $pq$ can only come from the two top terms, so

$$M_{2L}(pq)=(2L)!\,p_Lq_L\,W_{2L}.$$

For a density $\rho=\sum_i\nu_i\varphi_i^2$ with occupations $\nu_i\ge0$, the same argument gives

$$M_{2L}(\rho)=(2L)!\,W_{2L}\sum_i\nu_i\,\varphi_{i,L}^2 ,$$

where $\varphi_{i,L}$ is the coefficient of $x^L$ in $\varphi_i$. No term is negative, and one positive term makes the sum positive.

## A d orbital and the size of the density expansion

For $L=2$, take the orbital $P_2=(3x^2-1)/2$. Its square is

$$P_2^2=\tfrac15P_0+\tfrac27P_2+\tfrac{18}{35}P_4 ,$$

so the density of this one orbital, the d orbital with $m=0$, already has more than half of its value at the pole in the $n=4$ component. The odd components are absent by parity; they come from the product of an even part and an odd part, such as s with p, and so also occur in the square of an sp hybrid. The equivalence says that each $n\le2L$ is reached by some product, not by every one.

In a calculation that keeps the complete expansion, the products of radial functions can be multiplied by tabulated angular integrals and accumulated into density components up to $2L$. With all $m$ included and orbitals up to f ($L=3$), this means angular momenta up to 6, or $7^2=49$ components at each radial point. Many calculations instead choose the cutoff of the density separately from that of the orbitals; a value below $2L$ is then a truncation. The same integral appears in the matrix elements of the potential: a component of the potential proportional to $P_n$ with $n>2L$ does not couple two axial orbitals within the cutoff.

## The angular functions in Lean

```lean
import Mathlib

open Polynomial

namespace FullPotentialMultipoles

noncomputable section
```

An orbital or a density is an element of `ℝ[X]`, the real polynomials, and its value at $x$ is written `f.eval x`. The notation `derivative^[n]` means the derivative applied $n$ times.

```lean
/-- The `n`-th axial multipole of an angular density `f`, a polynomial in `x = cos θ`: its
integral over `[-1, 1]` against the `n`-th derivative of `(x² - 1)^n`. -/
def multipole (n : ℕ) (f : ℝ[X]) : ℝ :=
  ∫ x in (-1 : ℝ)..1, f.eval x * (derivative^[n] ((X ^ 2 - 1 : ℝ[X]) ^ n)).eval x
```

This is $M_n(f)$ in the unnormalised convention above. The number $W_n$ comes next.

```lean
/-- The integral of `(1 - x²)^n` over `[-1, 1]`. -/
def weight (n : ℕ) : ℝ := ∫ x in (-1 : ℝ)..1, (1 - x ^ 2) ^ n
```

The density is a finite sum over orbitals labelled by a type `ι`, with `occ i` for $\nu_i$ and `φ i` for $\varphi_i$. Neither normalisation nor orthogonality of the orbitals is required.

```lean
/-- The angular density `∑ i, occ i * (φ i)²` of orbitals `φ i` with occupations `occ i`. -/
def density {ι : Type*} [Fintype ι] (occ : ι → ℝ) (φ : ι → ℝ[X]) : ℝ[X] :=
  ∑ i, C (occ i) * (φ i * φ i)
```

The restriction to $m=0$ is built into these definitions. The step to a real site is the passage to all $m$, where the rule for adding angular momenta gives the same cutoff $2L$; that rule is quoted here, not derived. The strict positivity at $2L$ proved below does not carry over to all $m$: if every $m$ of a shell with $L\ge1$ is equally occupied with the same radial function, the density of the shell is spherical and its components at $2L$ vanish.

## Moving the derivatives onto the density

Positivity of $W_n$ follows from positivity of the integrand on the open interval, where `nlinarith` derives $1-x^2>0$ from $-1<x<1$.

```lean
/-- The integral of `(1 - x²)^n` over `[-1, 1]` is strictly positive. -/
theorem weight_pos (n : ℕ) : 0 < weight n := by
  unfold weight
  apply intervalIntegral.intervalIntegral_pos_of_pos_on
  · exact Continuous.intervalIntegrable (by fun_prop) _ _
  · intro x hx
    have h : 0 < 1 - x ^ 2 := by nlinarith [hx.1, hx.2]
    exact pow_pos h n
  · norm_num
```

The next lemma holds for any polynomial `g` whose derivatives of order below `k` vanish at both poles. The induction on `k` keeps `f` general, because each step replaces `f` by its derivative. The term `step` is the single integration by parts written out above, and `h1` and `h2` remove its boundary terms.

```lean
/-- Repeated integration by parts: `k` derivatives move from `g` to `f` with a sign `(-1)^k`,
provided `g` and its derivatives of order below `k` vanish at both poles `x = ±1`. -/
theorem integral_by_parts_iterate (k : ℕ) (f g : ℝ[X])
    (hg : ∀ j < k, (derivative^[j] g).eval 1 = 0 ∧ (derivative^[j] g).eval (-1) = 0) :
    ∫ x in (-1 : ℝ)..1, f.eval x * (derivative^[k] g).eval x =
      (-1) ^ k * ∫ x in (-1 : ℝ)..1, (derivative^[k] f).eval x * g.eval x := by
  induction k generalizing f with
  | zero => simp
  | succ k ih =>
    obtain ⟨h1, h2⟩ := hg k (Nat.lt_succ_self k)
    -- one integration by parts, with vanishing boundary terms
    have step := intervalIntegral.integral_mul_deriv_eq_deriv_mul
      (a := (-1 : ℝ)) (b := 1)
      (u := fun x => f.eval x) (u' := fun x => (derivative f).eval x)
      (v := fun x => (derivative^[k] g).eval x)
      (v' := fun x => (derivative (derivative^[k] g)).eval x)
      (fun x _ => f.hasDerivAt x) (fun x _ => (derivative^[k] g).hasDerivAt x)
      ((derivative f).continuous.intervalIntegrable _ _)
      ((derivative (derivative^[k] g)).continuous.intervalIntegrable _ _)
    have ih' := ih (derivative f) (fun j hj => hg j (Nat.lt_succ_of_lt hj))
    rw [Function.iterate_succ_apply', Function.iterate_succ_apply, step, ih', h1, h2]
    ring
```

For $g=(x^2-1)^n$ the boundary condition is `hb`. It uses a Mathlib lemma stating that $(x^2-1)^{n-j}$ divides the $j$-th derivative, which is the factor counted by hand. The equation `hs` absorbs the sign $(-1)^n$.

```lean
/-- The `n`-th multipole of `f` is the integral of the `n`-th derivative of `f` against
`(1 - x²)^n`. -/
theorem multipole_eq_integral_derivative (n : ℕ) (f : ℝ[X]) :
    multipole n f =
      ∫ x in (-1 : ℝ)..1, (derivative^[n] f).eval x * (1 - x ^ 2) ^ n := by
  unfold multipole
  -- every derivative of order below `n` keeps a factor `x² - 1`
  have hb : ∀ j < n, (derivative^[j] ((X ^ 2 - 1 : ℝ[X]) ^ n)).eval 1 = 0 ∧
      (derivative^[j] ((X ^ 2 - 1 : ℝ[X]) ^ n)).eval (-1) = 0 := by
    intro j hj
    have hz : n - j ≠ 0 := by omega
    obtain ⟨r, hr⟩ := pow_sub_dvd_iterate_derivative_pow (X ^ 2 - 1 : ℝ[X]) n j
    have e1 : (X ^ 2 - 1 : ℝ[X]).eval 1 = 0 := by norm_num
    have e2 : (X ^ 2 - 1 : ℝ[X]).eval (-1) = 0 := by norm_num
    constructor
    · rw [hr, eval_mul, eval_pow, e1, zero_pow hz, zero_mul]
    · rw [hr, eval_mul, eval_pow, e2, zero_pow hz, zero_mul]
  rw [integral_by_parts_iterate n f _ hb, ← intervalIntegral.integral_const_mul]
  apply intervalIntegral.integral_congr
  intro x _
  have hs : (1 - x ^ 2) ^ n = (-1) ^ n * (x ^ 2 - 1) ^ n := by
    rw [← mul_pow]
    congr 1
    ring
  simp only [eval_pow, eval_sub, eval_X, eval_one]
  rw [hs]
  ring
```

When the degree of `f` is at most `n`, the $n$-th derivative is shown to be constant by comparing coefficients: the constant term is $n!\,f_n$, and every higher coefficient involves a power of $x$ above $n$, which `f` does not have.

```lean
/-- For a density of degree at most `n`, the `n`-th multipole is `n!` times its coefficient
of `x^n` times the integral of `(1 - x²)^n`. -/
theorem multipole_of_natDegree_le {n : ℕ} {f : ℝ[X]} (hf : f.natDegree ≤ n) :
    multipole n f = (n.factorial : ℝ) * f.coeff n * weight n := by
  -- the `n`-th derivative is a constant
  have h : derivative^[n] f = C ((n.factorial : ℝ) * f.coeff n) := by
    ext m
    rw [coeff_iterate_derivative, coeff_C]
    rcases m with _ | m
    · simp [Nat.descFactorial_self]
    · rw [coeff_eq_zero_of_natDegree_lt (by omega)]
      simp
  rw [multipole_eq_integral_derivative, h]
  simp only [eval_C]
  exact intervalIntegral.integral_const_mul _ _
```

## Which multipoles a product can have

The condition `p.natDegree ≤ L` expresses the angular-momentum cutoff. In the forward direction, a nonzero multipole with $n>2L$ is assumed, and the vanishing coefficient of $x^n$ contradicts it. In the backward direction the two factors are $x^{\min(n,L)}$ and $x^{n-\min(n,L)}$. For $L=0$ the statement reduces to constants, which have only the component $n=0$.

```lean
/-- Products of two orbitals of degree at most `L` reach exactly the multipoles `n ≤ 2L`:
some such product has a nonzero `n`-th multipole if and only if `n ≤ 2L`. -/
theorem exists_multipole_ne_zero_iff (L n : ℕ) :
    (∃ p q : ℝ[X], p.natDegree ≤ L ∧ q.natDegree ≤ L ∧ multipole n (p * q) ≠ 0) ↔
      n ≤ 2 * L := by
  constructor
  · rintro ⟨p, q, hp, hq, hne⟩
    by_contra hn
    have hd : (p * q).natDegree ≤ L + L := natDegree_mul_le_of_le hp hq
    apply hne
    rw [multipole_of_natDegree_le (by omega), coeff_eq_zero_of_natDegree_lt (by omega)]
    simp
  · intro hn
    -- split `x^n` into two factors of degree at most `L`
    refine ⟨X ^ (min n L), X ^ (n - min n L), ?_, ?_, ?_⟩
    · rw [natDegree_X_pow]
      omega
    · rw [natDegree_X_pow]
      omega
    · rw [← pow_add, show min n L + (n - min n L) = n by omega,
        multipole_of_natDegree_le (natDegree_X_pow n).le, coeff_X_pow_self]
      have hw := weight_pos n
      positivity
```

## Strict positivity at 2L

The top multipole of a product is computed from the coefficient `hc`, which is $p_Lq_L$.

```lean
/-- The multipole of order `2L` of a product of two orbitals of degree at most `L` is `(2L)!`
times the product of their coefficients of `x^L` times the integral of `(1 - x²)^(2L)`. -/
theorem top_multipole_mul {L : ℕ} {p q : ℝ[X]} (hp : p.natDegree ≤ L)
    (hq : q.natDegree ≤ L) :
    multipole (2 * L) (p * q) =
      ((2 * L).factorial : ℝ) * (p.coeff L * q.coeff L) * weight (2 * L) := by
  have hd : (p * q).natDegree ≤ L + L := natDegree_mul_le_of_le hp hq
  have hc : (p * q).coeff (2 * L) = p.coeff L * q.coeff L := by
    rw [two_mul]
    exact coeff_mul_add_eq_of_natDegree_le hp hq
  rw [multipole_of_natDegree_le (by omega), hc]
```

Setting both orbitals equal to $x^L$ gives a positive value. In the Legendre normalisation it is $W_{2L}/2^{2L}$.

```lean
/-- For two orbitals equal to `x^L`, the multipole of order `2L` of their product is strictly
positive. -/
theorem top_multipole_X_pow_pos (L : ℕ) :
    0 < multipole (2 * L) (X ^ L * X ^ L) := by
  rw [top_multipole_mul (natDegree_X_pow L).le (natDegree_X_pow L).le, coeff_X_pow_self]
  have hw := weight_pos (2 * L)
  positivity
```

For the occupied density, `hocc` states that occupations are nonnegative, as they are for the eigenvalues of a one-particle density matrix. With signs allowed, the same orbital entered with occupations $1$ and $-1$ would cancel. The hypotheses `hk` and `htop` select one orbital `k` that is occupied and contains $x^L$; this `k` is a label, unrelated to the number of derivatives earlier.

The proof bounds the degree of the density by $2L$ in `hd`, finds its top coefficient $\sum_i\nu_i\varphi_{i,L}^2$ in `hc`, and shows in `hpos` that this sum is positive. For electronic structure, this means that a density formed from axial orbitals with a cutoff $L$ loses a nonzero component if its expansion stops below $2L$ while an orbital containing $x^L$ is occupied.

```lean
/-- Let all orbitals have degree at most `L` and nonnegative occupations. If one orbital with
positive occupation has a nonzero coefficient of `x^L`, the multipole of order `2L` of the
density is strictly positive. -/
theorem top_multipole_density_pos {ι : Type*} [Fintype ι] {L : ℕ} {occ : ι → ℝ}
    {φ : ι → ℝ[X]} (hφ : ∀ i, (φ i).natDegree ≤ L) (hocc : ∀ i, 0 ≤ occ i)
    {k : ι} (hk : 0 < occ k) (htop : (φ k).coeff L ≠ 0) :
    0 < multipole (2 * L) (density occ φ) := by
  have hd : (density occ φ).natDegree ≤ 2 * L := by
    unfold density
    apply natDegree_sum_le_of_forall_le
    intro i _
    have h1 : (φ i * φ i).natDegree ≤ L + L := natDegree_mul_le_of_le (hφ i) (hφ i)
    have h2 := natDegree_C_mul_le (occ i) (φ i * φ i)
    omega
  -- the top coefficient is a sum of nonnegative terms, so nothing cancels
  have hc : (density occ φ).coeff (2 * L) = ∑ i, occ i * ((φ i).coeff L) ^ 2 := by
    unfold density
    rw [finsetSum_coeff]
    apply Finset.sum_congr rfl
    intro i _
    rw [coeff_C_mul, two_mul, coeff_mul_add_eq_of_natDegree_le (hφ i) (hφ i), sq]
  have hpos : 0 < ∑ i, occ i * ((φ i).coeff L) ^ 2 := by
    apply Finset.sum_pos'
    · intro i _
      exact mul_nonneg (hocc i) (sq_nonneg _)
    · exact ⟨k, Finset.mem_univ k, mul_pos hk (by positivity)⟩
  rw [multipole_of_natDegree_le hd, hc]
  exact mul_pos (mul_pos (by positivity) hpos) (weight_pos _)

end

end FullPotentialMultipoles
```

```lean
#print axioms FullPotentialMultipoles.exists_multipole_ne_zero_iff
#print axioms FullPotentialMultipoles.top_multipole_X_pow_pos
#print axioms FullPotentialMultipoles.top_multipole_density_pos
```

```
'FullPotentialMultipoles.exists_multipole_ne_zero_iff' depends on axioms: [propext, Classical.choice, Quot.sound]
'FullPotentialMultipoles.top_multipole_X_pow_pos' depends on axioms: [propext, Classical.choice, Quot.sound]
'FullPotentialMultipoles.top_multipole_density_pos' depends on axioms: [propext, Classical.choice, Quot.sound]
```
